# Acoustic plasmon velocity of a two-dimensional electron sheet with a constant screened interaction

The interaction between electrons in the sheet is taken to be a single number \(V\), the same at every wavevector. It stands for the short-ranged repulsion that remains when a nearby metal, such as a gate or the bulk beneath a surface-state band, screens the long-range Coulomb tail. The sheet itself enters through its density of states \(N\) at the Fermi level (per unit area, both spins counted), its Fermi speed \(v\) and its long-wavelength response at wavevector \(q\) and real frequency \(\omega\). This response is an average over the angle \(t\) between the Fermi velocity and the wavevector:

\[
\chi(q,\omega)=\frac{N}{2\pi}\int_0^{2\pi}\frac{vq\cos t}{\omega-vq\cos t}\,dt,
\qquad
\varepsilon(q,\omega)=1-V\chi(q,\omega).
\]

Both formulas are starting points here; they are not derived from a microscopic Hamiltonian. Write \(g=VN\) for the dimensionless coupling. In this model, if \(g>0\), the dielectric function has exactly one zero above the particle-hole continuum \(\omega\le vq\), namely

\[
\omega=s\,vq,\qquad s=\frac{1+g}{\sqrt{1+2g}}.
\]

The frequency is linear in \(q\), so the mode is an acoustic plasmon. For random-phase calculations of a sheet with a circular Fermi line, this gives a velocity against which a numerical search for zeros of \(\varepsilon\) can be compared, in the limit of long wavelength, zero temperature, constant \(V\) and no damping.

## The mode velocity from a Fermi-circle average

Set \(s=\omega/(vq)\). Dividing the numerator and denominator of the integrand by \(vq\) turns \(\varepsilon=0\) into

\[
g\,M(s)=1,\qquad M(s)=\frac1{2\pi}\int_0^{2\pi}\frac{\cos t}{s-\cos t}\,dt,\qquad s>1.
\]

**The integral.** Let \(w=\sqrt{s^2-1}\) and \(a=s+w\), and consider

\[
\varphi(t)=t+2\arctan u(t),\qquad u(t)=\frac{\sin t}{a-\cos t}.
\]

Since \(a>1\), this function is smooth for all \(t\), whereas the usual half-angle substitution has a jump at \(t=\pi\). The quotient rule gives

\[
u'=\frac{a\cos t-1}{(a-\cos t)^2}.
\]

From \(a^2+1=2s^2+2sw=2as\) we get

\[
1+u^2=\frac{a^2-2a\cos t+1}{(a-\cos t)^2}=\frac{2a(s-\cos t)}{(a-\cos t)^2}.
\]

Therefore

\[
\varphi'=1+\frac{2u'}{1+u^2}=1+\frac{a\cos t-1}{a(s-\cos t)}=\frac{as-1}{a(s-\cos t)}=\frac{w}{s-\cos t},
\]

where the last step uses \(as-1=w^2+sw=aw\). Because \(\cos t/(s-\cos t)=s/(s-\cos t)-1\), an antiderivative of the integrand is \((s/w)\varphi(t)-t\). The arctangent vanishes at \(0\) and \(2\pi\), so \(\varphi\) grows by \(2\pi\), and

\[
M(s)=\frac{s}{\sqrt{s^2-1}}-1.
\]

**The root.** The condition \(g(s/w-1)=1\) is the same as \(gs=(1+g)w\). Both sides are positive, so squaring loses nothing:

\[
g^2s^2=(1+g)^2(s^2-1)\iff(1+2g)s^2=(1+g)^2\iff s=\frac{1+g}{\sqrt{1+2g}}.
\]

**Its size.** Subtracting one from \(s^2\) gives

\[
s^2-1=\frac{g^2}{1+2g}.
\]

This is positive, so \(s>1\). It is also at most \(g^2\), so \(s^2\le1+g^2\le(1+g^2/2)^2\) and \(s\le1+g^2/2\). Dividing by \(g^2(s+1)\) gives

\[
\frac{s-1}{g^2}=\frac{1}{(1+2g)(s+1)}\longrightarrow\frac12\qquad(g\to0^+),
\]

so the coefficient \(1/2\) in the bound is sharp. For any \(g>0\), division of polynomials gives

\[
s^2=\frac g2+\frac34+\frac{1}{4(1+2g)},
\]

which lies strictly between \(g/2+3/4\) and \(g/2+1\).

**Existence.** For \(s>1\) we have \(w<s\), hence \(M(s)>0\). The equation \(gM(s)=1\) therefore has no solution when \(g\le0\), and for \(g>0\) it has the one just found.

## The sheet as real-valued definitions

```lean
import Mathlib

open Real Filter Topology

namespace AcousticPlasmon

noncomputable section
```

The angular mean is an ordinary integral over \([0,2\pi]\), divided by \(2\pi\).

```lean
/-- The average of a function of angle over the Fermi circle. -/
def angularMean (f : ℝ → ℝ) : ℝ := 1 / (2 * π) * ∫ t in (0 : ℝ)..(2 * π), f t
```

The response and the dielectric function follow the formulas above, with all parameters real.

```lean
/-- Long-wavelength density response of a two-dimensional electron sheet with density of
states `N` and Fermi speed `v`, at wavevector `q` and frequency `ω`. -/
def response (N v q ω : ℝ) : ℝ :=
  N * angularMean (fun t => v * q * cos t / (ω - v * q * cos t))

/-- Dielectric function of the sheet for a screened interaction of constant strength `V`. -/
def dielectric (V N v q ω : ℝ) : ℝ := 1 - V * response N v q ω
```

There is no imaginary part, so Landau damping inside the continuum is not described. For \(vq>0\) and \(0<|\omega|\le vq\) the integrand is not integrable and Lean assigns the integral the value zero, so the definition carries no physical meaning in that range. At \(\omega=0\) the integrand equals \(-1\) at almost every angle, and the definition gives the static response \(-N\).

The closed form for \(s\) gets its own name as a function of \(g\).

```lean
/-- The ratio `(1 + g) / √(1 + 2g)` as a function of the dimensionless coupling `g`. -/
def velocityRatio (g : ℝ) : ℝ := (1 + g) / √(1 + 2 * g)
```

## A smooth phase and the angular mean

The first lemma is the derivative of \(\varphi\).

```lean
/-- For `s > 1`, the function `x + 2 arctan (sin x / (s + √(s² - 1) - cos x))` has at every point
`t` the derivative `√(s² - 1) / (s - cos t)`. -/
theorem hasDerivAt_phase {s : ℝ} (hs : 1 < s) (t : ℝ) :
    HasDerivAt (fun x => x + 2 * arctan (sin x / (s + √(s ^ 2 - 1) - cos x)))
      (√(s ^ 2 - 1) / (s - cos t)) t := by
  have hw : 0 < √(s ^ 2 - 1) := Real.sqrt_pos.mpr (by nlinarith)
  have hw2 : √(s ^ 2 - 1) ^ 2 = s ^ 2 - 1 := Real.sq_sqrt (by nlinarith)
  generalize √(s ^ 2 - 1) = w at hw hw2 ⊢
  have hc := Real.cos_le_one t
  have hsc := Real.sin_sq_add_cos_sq t
  have hp : s + w - cos t ≠ 0 := (by linarith : 0 < s + w - cos t).ne'
  have hd : s - cos t ≠ 0 := (by linarith : 0 < s - cos t).ne'
  have hsw : s + w ≠ 0 := (by linarith : 0 < s + w).ne'
  have h1 : HasDerivAt (fun x => sin x / (s + w - cos x))
      ((cos t * (s + w - cos t) - sin t * sin t) / (s + w - cos t) ^ 2) t :=
    ((Real.hasDerivAt_sin t).fun_div
      ((Real.hasDerivAt_cos t).const_sub (s + w)) hp).congr_deriv (by ring)
  -- the denominator produced by the arctangent contains the factor `s - cos t`
  have key : 1 + (sin t / (s + w - cos t)) ^ 2
      = 2 * (s + w) * (s - cos t) / (s + w - cos t) ^ 2 := by
    rw [eq_div_iff (pow_ne_zero 2 hp), div_pow, add_mul,
      div_mul_cancel₀ _ (pow_ne_zero 2 hp)]
    linear_combination hw2 + hsc
  refine ((hasDerivAt_id' t).fun_add (h1.arctan.const_mul 2)).congr_deriv ?_
  rw [key]
  field_simp
  linear_combination -hw2 - hsc
```

The `generalize` step replaces the square root by a letter `w`, keeping only \(w>0\) and \(w^2=s^2-1\). The quotient rule is `h1`, and `key` is the formula for \(1+u^2\). The closing `linear_combination` uses \(w^2=s^2-1\) and \(\sin^2t+\cos^2t=1\), as the calculation by hand does.

```lean
/-- For `s > 1` the angular mean of `cos t / (s - cos t)` is `s / √(s² - 1) - 1`. -/
theorem angularMean_cos_div {s : ℝ} (hs : 1 < s) :
    angularMean (fun t => cos t / (s - cos t)) = s / √(s ^ 2 - 1) - 1 := by
  have hw : √(s ^ 2 - 1) ≠ 0 := (Real.sqrt_pos.mpr (by nlinarith)).ne'
  have hd : ∀ t : ℝ, s - cos t ≠ 0 := fun t =>
    (by linarith [Real.cos_le_one t] : 0 < s - cos t).ne'
  have hderiv : ∀ t : ℝ, HasDerivAt
      (fun x => s / √(s ^ 2 - 1) *
        (x + 2 * arctan (sin x / (s + √(s ^ 2 - 1) - cos x))) - x)
      (cos t / (s - cos t)) t := by
    intro t
    refine (((hasDerivAt_phase hs t).const_mul (s / √(s ^ 2 - 1))).fun_sub
      (hasDerivAt_id' t)).congr_deriv ?_
    have h1 := hd t
    have h2 : s / √(s ^ 2 - 1) * (√(s ^ 2 - 1) / (s - cos t)) = s / (s - cos t) :=
      div_mul_div_cancel₀ hw
    rw [h2, div_sub_one h1]
    congr 1
    ring
  have hint : IntervalIntegrable (fun t => cos t / (s - cos t))
      MeasureTheory.volume 0 (2 * π) :=
    (Real.continuous_cos.div (continuous_const.sub Real.continuous_cos) hd).intervalIntegrable _ _
  unfold angularMean
  rw [intervalIntegral.integral_eq_sub_of_hasDerivAt (fun t _ => hderiv t) hint]
  -- the arctangent vanishes at both ends, only the secular part survives
  simp only [Real.sin_two_pi, Real.sin_zero, zero_div, Real.arctan_zero, mul_zero, add_zero,
    sub_zero]
  have hpi := Real.pi_ne_zero
  field_simp
```

Here `hderiv` states that \((s/w)\varphi(t)-t\) is an antiderivative, and `hint` supplies integrability, which follows from continuity because \(s-\cos t\) never vanishes. The fundamental theorem of calculus then leaves only the endpoint values.

## Solving the coupling condition

```lean
/-- For `g > 0` and `s > 1`, the coupling `g` times the angular mean equals one exactly when
`s = (1 + g) / √(1 + 2g)`. -/
theorem coupling_condition_iff {g s : ℝ} (hg : 0 < g) (hs : 1 < s) :
    g * angularMean (fun t => cos t / (s - cos t)) = 1 ↔ s = velocityRatio g := by
  rw [angularMean_cos_div hs, velocityRatio]
  have hs0 : 0 < s := by linarith
  have hw : 0 < √(s ^ 2 - 1) := Real.sqrt_pos.mpr (by nlinarith)
  have hw2 : √(s ^ 2 - 1) ^ 2 = s ^ 2 - 1 := Real.sq_sqrt (by nlinarith)
  have hr : 0 < √(1 + 2 * g) := Real.sqrt_pos.mpr (by linarith)
  have hr2 : √(1 + 2 * g) ^ 2 = 1 + 2 * g := Real.sq_sqrt (by linarith)
  generalize √(s ^ 2 - 1) = w at hw hw2 ⊢
  generalize √(1 + 2 * g) = r at hr hr2 ⊢
  rw [eq_div_iff hr.ne']
  -- both conditions are compared through their squares
  constructor
  · intro h
    have h1 : g * s = (1 + g) * w := by
      field_simp at h
      linarith
    refine (sq_eq_sq₀ (by positivity) (by positivity)).mp ?_
    linear_combination s ^ 2 * hr2 - (1 + g) ^ 2 * hw2 - (g * s + (1 + g) * w) * h1
  · intro h
    have h1 : g * s = (1 + g) * w := by
      refine (sq_eq_sq₀ (by positivity) (by positivity)).mp ?_
      linear_combination s ^ 2 * hr2 - (1 + g) ^ 2 * hw2 - (s * r + 1 + g) * h
    field_simp
    linarith
```

For a given \(g>0\), the statement is an equivalence over all \(s>1\), so it contains uniqueness. In both directions `h1` is the linear relation \(gs=(1+g)w\), and `sq_eq_sq₀` allows the passage between positive numbers and their squares.

The hypothesis \(g>0\) is what makes squaring harmless. Take \(g=-1/4\) and \(s=3/(2\sqrt2)\approx1.061\). Then \((1+g)/\sqrt{1+2g}=s\), so the right-hand side of the equivalence holds. But \(\sqrt{s^2-1}=1/(2\sqrt2)\), so the angular mean is \(3-1=2\) and \(g\) times it is \(-1/2\), not \(1\). The closed form still returns a velocity above the continuum, but for this attractive coupling the dielectric function has no zero there.

## Bounds at weak and strong coupling

The squared relation is recorded first, since the estimates rest on it.

```lean
/-- The squared velocity ratio satisfies `(1 + 2g) s² = (1 + g)²` for `g > 0`. -/
theorem velocityRatio_sq {g : ℝ} (hg : 0 < g) :
    (1 + 2 * g) * velocityRatio g ^ 2 = (1 + g) ^ 2 := by
  have h : 1 + 2 * g ≠ 0 := by positivity
  rw [velocityRatio, div_pow, Real.sq_sqrt (by positivity), mul_div_cancel₀ _ h]

/-- For `g > 0` the velocity ratio exceeds one and is at most `1 + g² / 2`. -/
theorem velocityRatio_bounds {g : ℝ} (hg : 0 < g) :
    1 < velocityRatio g ∧ velocityRatio g ≤ 1 + g ^ 2 / 2 := by
  have hsq := velocityRatio_sq hg
  have hx : 0 < velocityRatio g := by unfold velocityRatio; positivity
  generalize velocityRatio g = x at hsq hx ⊢
  have ha : 0 < 1 + 2 * g := by linarith
  constructor
  · by_contra h
    have h1 : x ^ 2 ≤ 1 := by nlinarith
    nlinarith [mul_le_mul_of_nonneg_left h1 ha.le, pow_pos hg 2]
  · by_contra h
    have h0 : 1 + g ^ 2 / 2 < x := not_le.mp h
    have h1 : 1 + g ^ 2 < x ^ 2 := by
      nlinarith [mul_pos (sub_pos.mpr h0) (by positivity : 0 < x + (1 + g ^ 2 / 2)),
        sq_nonneg (g ^ 2)]
    nlinarith [mul_lt_mul_of_pos_left h1 ha, pow_pos hg 3]
```

Both bounds are proved by contradiction. If \(s\le1\), then \((1+2g)s^2\le1+2g<(1+g)^2\). If \(s>1+g^2/2\), then \(s^2>1+g^2\), and \((1+2g)s^2\) exceeds \((1+g)^2\). Either case contradicts the squared relation.

```lean
/-- As `g` tends to zero from above, `(s - 1) / g²` tends to `1/2` for the velocity ratio `s`. -/
theorem velocityRatio_weak_coupling :
    Tendsto (fun g => (velocityRatio g - 1) / g ^ 2) (𝓝[>] 0) (𝓝 (1 / 2)) := by
  have hcont : ContinuousAt (fun g => 1 / ((1 + 2 * g) * (velocityRatio g + 1))) 0 := by
    unfold velocityRatio
    refine ContinuousAt.div continuousAt_const (ContinuousAt.mul (by fun_prop)
      (ContinuousAt.add (ContinuousAt.div (by fun_prop) (by fun_prop) (by simp))
        continuousAt_const)) (by norm_num)
  have h : Tendsto (fun g => 1 / ((1 + 2 * g) * (velocityRatio g + 1)))
      (𝓝[>] 0) (𝓝 (1 / 2)) := by
    have h0 := hcont.tendsto.mono_left (nhdsWithin_le_nhds (s := Set.Ioi 0))
    convert h0 using 2
    norm_num [velocityRatio]
  refine h.congr' ?_
  filter_upwards [self_mem_nhdsWithin] with g hg
  have hg' : 0 < g := hg
  have hx := (velocityRatio_bounds hg').1
  have h1 : (1 + 2 * g) * (velocityRatio g + 1) ≠ 0 :=
    (mul_pos (by linarith) (by linarith)).ne'
  rw [div_eq_div_iff h1 (pow_ne_zero 2 hg'.ne')]
  linear_combination -velocityRatio_sq hg'
```

The filter `𝓝[>] 0` expresses \(g\to0^+\). The proof takes the limit of \(1/((1+2g)(s+1))\) by continuity at zero, then uses the squared relation to identify this expression with \((s-1)/g^2\) for positive \(g\).

```lean
/-- For every `g > 0` the squared velocity ratio lies between `g/2 + 3/4` and `g/2 + 1`. -/
theorem velocityRatio_sq_bounds {g : ℝ} (hg : 0 < g) :
    g / 2 + 3 / 4 < velocityRatio g ^ 2 ∧ velocityRatio g ^ 2 < g / 2 + 1 := by
  have ha : 0 < 1 + 2 * g := by linarith
  have h : velocityRatio g ^ 2 = (1 + g) ^ 2 / (1 + 2 * g) := by
    rw [eq_div_iff ha.ne']
    linarith [velocityRatio_sq hg]
  rw [h, lt_div_iff₀ ha, div_lt_iff₀ ha]
  constructor <;> nlinarith
```

After \(s^2\) is written as a quotient, clearing the positive denominator \(1+2g\) leaves two polynomial inequalities.

## Zeros of the dielectric function

```lean
/-- For `v > 0` and `q > 0`, the dielectric function equals one minus `V N` times the angular mean
of `cos t / (s - cos t)`, where `s = ω / (v q)`. -/
theorem dielectric_scaling (V N ω : ℝ) {v q : ℝ} (hv : 0 < v) (hq : 0 < q) :
    dielectric V N v q ω
      = 1 - V * N * angularMean (fun t => cos t / (ω / (v * q) - cos t)) := by
  have hk : v * q ≠ 0 := (mul_pos hv hq).ne'
  have hf : (fun t => v * q * cos t / (ω - v * q * cos t))
      = fun t => cos t / (ω / (v * q) - cos t) := by
    funext t
    have h : ω - v * q * cos t = v * q * (ω / (v * q) - cos t) := by field_simp
    rw [h, mul_div_mul_left _ _ hk]
  rw [dielectric, response, hf, mul_assoc]
```

This is the change of variable \(s=\omega/(vq)\), carried out in the integrand at each angle. The lemma assumes \(v\) and \(q\) positive, as they are in the physical setting; the division itself only uses \(vq\ne0\).

```lean
/-- Acoustic plasmon: for `V N > 0`, `v > 0`, `q > 0` and `ω > v q`, the dielectric function
vanishes exactly at `ω = s v q` with `s = (1 + g) / √(1 + 2g)` and `g = V N`. -/
theorem acoustic_plasmon {V N v q ω : ℝ} (hg : 0 < V * N) (hv : 0 < v) (hq : 0 < q)
    (hω : v * q < ω) :
    dielectric V N v q ω = 0 ↔ ω = velocityRatio (V * N) * (v * q) := by
  have hk : 0 < v * q := mul_pos hv hq
  have h := coupling_condition_iff hg ((one_lt_div hk).mpr hω)
  rw [div_eq_iff hk.ne'] at h
  rw [dielectric_scaling V N ω hv hq, ← h]
  constructor <;> intro h' <;> linarith
```

The hypothesis `hω` places the frequency above the continuum, which becomes \(s>1\) after rescaling. The coupling condition then applies with \(g=VN\), and multiplying by \(vq\) returns the frequency. Only the product \(VN\) has to be positive; since a physical density of states is positive, this means a repulsive \(V\).

```lean
/-- For `v > 0` and `q > 0`, the dielectric function has a zero at some frequency above `v q` if and
only if `V N > 0`. -/
theorem exists_plasmon_iff {V N v q : ℝ} (hv : 0 < v) (hq : 0 < q) :
    (∃ ω, v * q < ω ∧ dielectric V N v q ω = 0) ↔ 0 < V * N := by
  have hk : 0 < v * q := mul_pos hv hq
  constructor
  · rintro ⟨ω, hω, h⟩
    have hs : 1 < ω / (v * q) := (one_lt_div hk).mpr hω
    rw [dielectric_scaling V N ω hv hq, angularMean_cos_div hs] at h
    generalize ω / (v * q) = s at hs h
    have hw : 0 < √(s ^ 2 - 1) := Real.sqrt_pos.mpr (by nlinarith)
    have hle : √(s ^ 2 - 1) ≤ s := Real.sqrt_le_iff.mpr ⟨by linarith, by linarith⟩
    -- the mean is nonnegative, so a nonpositive coupling cannot reach the value one
    have hm : 0 ≤ s / √(s ^ 2 - 1) - 1 := sub_nonneg.mpr ((one_le_div hw).mpr hle)
    by_contra hn
    have := mul_nonpos_of_nonpos_of_nonneg (not_lt.mp hn) hm
    linarith
  · intro hg
    have hω : v * q < velocityRatio (V * N) * (v * q) := by
      nlinarith [mul_pos (sub_pos.mpr (velocityRatio_bounds hg).1) hk]
    exact ⟨_, hω, (acoustic_plasmon hg hv hq hω).mpr rfl⟩

end

end AcousticPlasmon
```

In the forward direction, a zero above the continuum requires \(VN\,M(s)=1\), which is impossible for \(VN\le0\) because \(M(s)\ge0\). In the reverse direction, the frequency \(s\,vq\) is the required zero, and the bound \(s>1\) places it above \(vq\).

```lean
#print axioms AcousticPlasmon.velocityRatio_weak_coupling
#print axioms AcousticPlasmon.velocityRatio_sq_bounds
#print axioms AcousticPlasmon.acoustic_plasmon
#print axioms AcousticPlasmon.exists_plasmon_iff
```

```
'AcousticPlasmon.velocityRatio_weak_coupling' depends on axioms: [propext, Classical.choice, Quot.sound]
'AcousticPlasmon.velocityRatio_sq_bounds' depends on axioms: [propext, Classical.choice, Quot.sound]
'AcousticPlasmon.acoustic_plasmon' depends on axioms: [propext, Classical.choice, Quot.sound]
'AcousticPlasmon.exists_plasmon_iff' depends on axioms: [propext, Classical.choice, Quot.sound]
```
